# Eliminating the shells from a harmonic shell model preserves symmetry, zero row sums and positive semidefiniteness

Eliminating the shells from a harmonic shell model is supposed to leave a core matrix \(A-BS^{-1}B^T\) that is symmetric, has zero row sums, and is positive semidefinite whenever the full force-constant matrix is. The minus sign bothers me. If I start from a stable crystal and subtract something from the core–core block, why can't I end up with a negative eigenvalue, or with cores that feel a force when everything is translated?

## The subtraction is the energy released by the shells

All three properties survive, provided that the shell–shell block \(S\) is invertible. In the harmonic energy, the subtracted term is the energy released when the shells relax from zero displacement with the cores held in place, and a relaxed configuration is still a configuration of the full system, so its energy cannot be negative if the full system is stable.

Let \(u\) and \(w\) be the core and shell displacements, and let

\[
\Phi=\begin{pmatrix}A&B\\B^T&S\end{pmatrix},\qquad A^T=A,\quad S^T=S .
\]

The force on the shells is \(-(B^Tu+Sw)\). It vanishes exactly at \(w=r\), where \(r=-S^{-1}B^Tu\). The cores then respond through

\[
Au+Br=(A-BS^{-1}B^T)u=Cu .
\]

For arbitrary \(w\), twice the harmonic energy is \(u^TAu+2u^TBw+w^TSw\). Since \(B^Tu=-Sr\), we have \(u^TBw=-w^TSr\) and \(u^TAu=u^TCu-u^TBr=u^TCu+r^TSr\). Hence

\[
\begin{aligned}
x^T\Phi x&=u^TCu+r^TSr-2w^TSr+w^TSw\\
&=u^TCu+(w-r)^TS(w-r),\qquad x=(u,w).
\end{aligned}
\]

The three properties follow:

- **Stability:** setting \(w=r\) gives \(u^TCu=x^T\Phi x\ge 0\).
- **Row sums:** zero row sums mean \(\Phi\mathbf 1=0\). The shell rows say \(B^T\mathbf 1+S\mathbf 1=0\), so the relaxed shells move by \(\mathbf 1\) along with the cores. The core rows then give \(C\mathbf 1=A\mathbf 1+B\mathbf 1=0\).
- **Symmetry:** \(C^T=A^T-B(S^{-1})^TB^T=C\).

Here is the same argument in Lean 4 with Mathlib.

```lean
import Mathlib

open Matrix

namespace ShellModel

noncomputable section

variable {m n : Type*} [Fintype m] [Fintype n] [DecidableEq n]

/-- The force-constant matrix of cores and shells together: `A` couples cores to cores,
`B` cores to shells, and `S` shells to shells. -/
def forceMatrix (A : Matrix m m ℝ) (B : Matrix m n ℝ) (S : Matrix n n ℝ) :
    Matrix (m ⊕ n) (m ⊕ n) ℝ :=
  fromBlocks A B Bᵀ S

/-- The effective force-constant matrix of the cores after elimination of the shells,
for invertible `S`. -/
def coreMatrix (A : Matrix m m ℝ) (B : Matrix m n ℝ) (S : Matrix n n ℝ) : Matrix m m ℝ :=
  A - B * S⁻¹ * Bᵀ

/-- The shell displacement that follows the core displacement `u` adiabatically,
for invertible `S`. -/
def relaxedShell (B : Matrix m n ℝ) (S : Matrix n n ℝ) (u : m → ℝ) : n → ℝ :=
  -(S⁻¹ *ᵥ (Bᵀ *ᵥ u))

omit [DecidableEq n] in
/-- The full matrix acts on core displacements `u` and shell displacements `w` block by block. -/
theorem forceMatrix_mulVec (A : Matrix m m ℝ) (B : Matrix m n ℝ) (S : Matrix n n ℝ)
    (u : m → ℝ) (w : n → ℝ) :
    forceMatrix A B S *ᵥ Sum.elim u w =
      Sum.elim (A *ᵥ u + B *ᵥ w) (Bᵀ *ᵥ u + S *ᵥ w) := by
  rw [forceMatrix, fromBlocks_mulVec, Sum.elim_comp_inl, Sum.elim_comp_inr]

/-- If `S` is invertible, the force on every shell vanishes exactly when the shells
sit at their relaxed displacement. -/
theorem shell_equilibrium_iff (B : Matrix m n ℝ) {S : Matrix n n ℝ} (hdet : IsUnit S.det)
    (u : m → ℝ) (w : n → ℝ) :
    Bᵀ *ᵥ u + S *ᵥ w = 0 ↔ w = relaxedShell B S u := by
  constructor
  · intro h
    have h1 : S *ᵥ w = -(Bᵀ *ᵥ u) := eq_neg_of_add_eq_zero_right h
    calc w = S⁻¹ *ᵥ (S *ᵥ w) := by
          rw [mulVec_mulVec, nonsing_inv_mul _ hdet, one_mulVec]
      _ = relaxedShell B S u := by rw [h1, mulVec_neg, relaxedShell]
  · intro h
    rw [h, relaxedShell, mulVec_neg, mulVec_mulVec (Bᵀ *ᵥ u) S S⁻¹,
      mul_nonsing_inv _ hdet, one_mulVec, add_neg_cancel]

/-- With the shells at their relaxed displacement, the cores respond through the core matrix. -/
theorem core_response (A : Matrix m m ℝ) (B : Matrix m n ℝ) (S : Matrix n n ℝ) (u : m → ℝ) :
    A *ᵥ u + B *ᵥ relaxedShell B S u = coreMatrix A B S *ᵥ u := by
  rw [relaxedShell, coreMatrix, sub_mulVec, mulVec_neg, ← sub_eq_add_neg]
  simp only [mulVec_mulVec, Matrix.mul_assoc]

/-- For symmetric invertible `S`, twice the harmonic energy is a core part plus a shell part
that depends only on the deviation of the shells from their relaxed displacement. -/
theorem energy_split (A : Matrix m m ℝ) (B : Matrix m n ℝ) {S : Matrix n n ℝ}
    (hS : S.IsSymm) (hdet : IsUnit S.det) (u : m → ℝ) (w : n → ℝ) :
    Sum.elim u w ⬝ᵥ (forceMatrix A B S *ᵥ Sum.elim u w) =
      u ⬝ᵥ (coreMatrix A B S *ᵥ u) +
        (w - relaxedShell B S u) ⬝ᵥ (S *ᵥ (w - relaxedShell B S u)) := by
  rw [forceMatrix_mulVec, ← core_response]
  obtain ⟨r, hr⟩ : ∃ r, r = relaxedShell B S u := ⟨_, rfl⟩
  rw [← hr]
  have hb : Bᵀ *ᵥ u = -(S *ᵥ r) :=
    eq_neg_of_add_eq_zero_left ((shell_equilibrium_iff B hdet u r).2 hr)
  -- the core-shell coupling expressed through the relaxed displacement
  have hB : ∀ v : n → ℝ, u ⬝ᵥ (B *ᵥ v) = -(v ⬝ᵥ (S *ᵥ r)) := by
    intro v
    rw [dotProduct_mulVec, ← mulVec_transpose, hb, neg_dotProduct, dotProduct_comm]
  have hsym : r ⬝ᵥ (S *ᵥ w) = w ⬝ᵥ (S *ᵥ r) := by
    rw [dotProduct_mulVec, ← mulVec_transpose, hS.eq, dotProduct_comm]
  have hsum : ∀ (a : m → ℝ) (b : n → ℝ),
      Sum.elim u w ⬝ᵥ Sum.elim a b = u ⬝ᵥ a + w ⬝ᵥ b := by
    intro a b
    simp [dotProduct, Fintype.sum_sum_type]
  rw [hsum]
  simp only [dotProduct_add, sub_dotProduct, mulVec_sub, dotProduct_sub, hB, hb, dotProduct_neg]
  linear_combination hsym

/-- For invertible `S`, a joint displacement is a zero mode of the full matrix exactly when its
core part is a zero mode of the core matrix and its shells are relaxed. -/
theorem zero_mode_iff (A : Matrix m m ℝ) (B : Matrix m n ℝ) {S : Matrix n n ℝ}
    (hdet : IsUnit S.det) (t : m → ℝ) (s : n → ℝ) :
    forceMatrix A B S *ᵥ Sum.elim t s = 0 ↔
      coreMatrix A B S *ᵥ t = 0 ∧ s = relaxedShell B S t := by
  constructor
  · intro h
    rw [forceMatrix_mulVec] at h
    have h1 : A *ᵥ t + B *ᵥ s = 0 := funext fun i => congrFun h (Sum.inl i)
    have h2 : Bᵀ *ᵥ t + S *ᵥ s = 0 := funext fun i => congrFun h (Sum.inr i)
    have hs := (shell_equilibrium_iff B hdet t s).1 h2
    refine ⟨?_, hs⟩
    rw [← core_response, ← hs]
    exact h1
  · rintro ⟨h, hs⟩
    have h2 := (shell_equilibrium_iff B hdet t s).2 hs
    rw [← core_response, ← hs] at h
    rw [forceMatrix_mulVec, h, h2]
    funext i
    cases i <;> rfl

/-- For symmetric invertible `S`, the full quadratic form is nonnegative exactly when those of
the core matrix and of the shell matrix `S` both are. -/
theorem stable_iff (A : Matrix m m ℝ) (B : Matrix m n ℝ) {S : Matrix n n ℝ}
    (hS : S.IsSymm) (hdet : IsUnit S.det) :
    (∀ x, 0 ≤ x ⬝ᵥ (forceMatrix A B S *ᵥ x)) ↔
      (∀ u, 0 ≤ u ⬝ᵥ (coreMatrix A B S *ᵥ u)) ∧ ∀ w, 0 ≤ w ⬝ᵥ (S *ᵥ w) := by
  constructor
  · intro h
    constructor
    · -- let the shells relax
      intro u
      have hu := h (Sum.elim u (relaxedShell B S u))
      rwa [energy_split A B hS hdet, sub_self, zero_dotProduct, add_zero] at hu
    · -- hold the cores fixed
      intro w
      have hw := h (Sum.elim 0 w)
      rw [energy_split A B hS hdet] at hw
      simpa [relaxedShell] using hw
  · rintro ⟨hc, hs⟩ x
    rw [← Sum.elim_comp_inl_inr x, energy_split A B hS hdet]
    exact add_nonneg (hc _) (hs _)

/-- Shell model: if the full matrix is symmetric with zero row sums and `S` is invertible, the
core matrix is symmetric with zero row sums, and it is positive semidefinite whenever the full
matrix is. -/
theorem coreMatrix_properties {A : Matrix m m ℝ} {B : Matrix m n ℝ} {S : Matrix n n ℝ}
    (hA : A.IsSymm) (hS : S.IsSymm) (hdet : IsUnit S.det)
    (hrow : ∀ i, ∑ j, forceMatrix A B S i j = 0) :
    (coreMatrix A B S).IsSymm ∧ (∀ i, ∑ j, coreMatrix A B S i j = 0) ∧
      ((∀ x, 0 ≤ x ⬝ᵥ (forceMatrix A B S *ᵥ x)) →
        ∀ u, 0 ≤ u ⬝ᵥ (coreMatrix A B S *ᵥ u)) := by
  refine ⟨?_, ?_, fun h => ((stable_iff A B hS hdet).1 h).1⟩
  · unfold Matrix.IsSymm coreMatrix
    rw [transpose_sub, transpose_mul, transpose_mul, transpose_transpose,
      transpose_nonsing_inv, hS.eq, hA.eq, Matrix.mul_assoc]
  · -- the uniform displacement of all cores and shells is a zero mode
    have h1 : forceMatrix A B S *ᵥ Sum.elim (fun _ => 1) (fun _ => 1) = 0 := by
      funext i
      have hi := hrow i
      simpa [mulVec, dotProduct, Fintype.sum_sum_type] using hi
    intro i
    have h2 := congrFun ((zero_mode_iff A B hdet _ _).1 h1).1 i
    simpa [mulVec, dotProduct] using h2

/-- Two cores tied to one common shell by springs `k` and `g` with `k + g ≠ 0` interact, after
elimination of the shell, through a single spring of constant `k g / (k + g)`. -/
theorem springs_in_series (k g : ℝ) (h : k + g ≠ 0) :
    coreMatrix !![k, 0; 0, g] !![-k; -g] !![k + g] =
      (k * g / (k + g)) • !![1, -1; -1, 1] := by
  have hinv : (!![k + g] : Matrix (Fin 1) (Fin 1) ℝ)⁻¹ = !![(k + g)⁻¹] := by
    apply inv_eq_right_inv
    ext i j
    fin_cases i
    fin_cases j
    simp [Matrix.mul_apply, mul_inv_cancel₀ h]
  have ht : (!![-k; -g] : Matrix (Fin 2) (Fin 1) ℝ)ᵀ = !![-k, -g] := by
    ext i j
    fin_cases i
    fin_cases j <;> rfl
  rw [coreMatrix, hinv, ht]
  ext i j
  fin_cases i <;> fin_cases j <;>
    simp <;> field_simp <;> ring

end

end ShellModel
```

```lean
#print axioms ShellModel.coreMatrix_properties
#print axioms ShellModel.springs_in_series
```

```
'ShellModel.coreMatrix_properties' depends on axioms: [propext, Classical.choice, Quot.sound]
'ShellModel.springs_in_series' depends on axioms: [propext, Classical.choice, Quot.sound]
```

### What the hypotheses say about cores and shells

The finite index types `m` and `n` label core and shell coordinates. `forceMatrix` is \(\Phi\), `coreMatrix` is \(C\) (a Schur complement), and `relaxedShell` is \(r\). `Sum.elim u w` joins the two displacements into one vector.

In `coreMatrix_properties`, `hA` and `hS` make the diagonal blocks symmetric; the off-diagonal blocks are transposes by construction. `hdet` says that \(S\) is invertible: with the cores held fixed at zero displacement, every nonzero shell displacement produces a force on some shell. `hrow` is the zero-row-sum condition. Positive semidefiniteness is written as a nonnegative quadratic form, that is, nonnegative harmonic energy.

With one coordinate per particle, `hrow` expresses translation invariance. With several Cartesian components, each translation direction is its own vector, and `zero_mode_iff` handles them one at a time: if \((t,s)\) is a zero mode of \(\Phi\), then \(Ct=0\).

The physical assumption left to the modeller is that the electronic response represented by the shells follows the cores instantaneously, as massless shells would. The matrices are real, finite and not mass-weighted, so the theorems do not directly cover the complex Hermitian matrices of phonons at general wavevector. Within this harmonic setting, the result bears on lattice-dynamics and polarizable-ion calculations that relax the shells for each core configuration.

### From shell equilibrium to the core matrix

`forceMatrix_mulVec` writes out the block forces. `shell_equilibrium_iff` solves the shell equation by multiplying with \(S^{-1}\), and `core_response` substitutes the solution into the core equation.

`energy_split` completes the square. Its `hb` is \(B^Tu=-Sr\), `hB` rewrites the core–shell coupling, and `hsym` uses the symmetry of \(S\); `linear_combination` collects the terms.

`zero_mode_iff` reads \(\Phi x=0\) block by block. `stable_iff` evaluates the split energy at \((u,r)\) and at \((0,w)\), which gives nonnegative forms for \(C\) and \(S\); conversely, the two nonnegative parts add up. The main theorem applies these two results to the uniform displacement and to the energy, and obtains symmetry by transposing \(C\).

`springs_in_series` inverts a \(1\times1\) matrix and checks four entries: two cores joined through one shell by springs \(k\) and \(g\) feel a single spring \(kg/(k+g)\). It also shows why a stable core matrix alone does not establish a stable crystal. For \(k=-2\), \(g=1\), the effective spring is \(+2\), yet \(S=-1\) and the shell itself is unstable.
